# Static independent-particle response with empty-state sums replaced by Sternheimer solutions

## Two levels

Take two orthonormal eigenvectors $\phi_1,\phi_2$ of a Hamiltonian $H$, the orbitals, with different energies $e_1,e_2$. The first has occupation $f_1$, the second is empty. For a perturbation $V$ write $V_{ij}=\langle\phi_i,V\phi_j\rangle$, and consider

$$\sum_{i,j}F_{ij}V_{ij}V_{ji},\qquad F_{12}=F_{21}=\frac{f_1}{e_1-e_2},\quad F_{22}=0,$$

where $F_{11}$ is the slope of the occupation function at $e_1$. The sum is $F_{11}V_{11}^2+2f_1V_{12}V_{21}/(e_1-e_2)$.

The second term can be found without dividing by an energy difference explicitly. Let $x_1$ be the multiple of $\phi_2$ that solves $(e_1-H)x_1=V_{21}\phi_2$. Then $x_1=V_{21}\phi_2/(e_1-e_2)$, and $\langle\phi_1,Vx_1\rangle=V_{12}V_{21}/(e_1-e_2)$. The mixed pair therefore contributes $2f_1\langle\phi_1,Vx_1\rangle$, and only the diagonal term of the occupied orbital remains as an explicit sum.

## Any number of levels

Let $H\phi_i=e_i\phi_i$ for a finite orthonormal basis, and let $S$ be a set of orbitals outside which the occupations $f_i=f(e_i)$ vanish. Define

$$F_{ij}=\frac{f(e_i)-f(e_j)}{e_i-e_j}\ (e_i\neq e_j),\qquad F_{ij}=f'(e_i)\ (e_i=e_j).$$

Assume that $f'$ also vanishes at the energies outside $S$, and that no energy in $S$ equals one outside. Then $F$ is symmetric, it is zero when both indices lie outside $S$, and $F_{ij}=f_i/(e_i-e_j)$ for $i\in S$, $j\notin S$.

Let $Q$ project on the orbitals outside $S$. For $i\in S$, let $x_i$ and $y_i$ lie in the range of $Q$ and solve the Sternheimer equations

$$(e_i-H)x_i=QV\phi_i,\qquad (e_i-H)y_i=QW\phi_i$$

for two perturbations $V$ and $W$. Write $x_i=\sum_k c_k\phi_k$. Since $Qx_i=x_i$, $c_k=0$ for $k\in S$. For $k\notin S$ the equation reads $(e_i-e_k)c_k=V_{ki}$, and for $k\in S$ it reads $0=0$. Hence there is exactly one solution,

$$x_i=\sum_{j\notin S}\frac{V_{ji}}{e_i-e_j}\phi_j,\qquad \langle\phi_i,Wx_i\rangle=\sum_{j\notin S}\frac{W_{ij}V_{ji}}{e_i-e_j},$$

and likewise for $y_i$ with $V$ and $W$ exchanged.

Now split $\sum_{i,j}F_{ij}V_{ij}W_{ji}$ into blocks. The block outside $S$ is zero. The two mixed blocks combine, by the symmetry of $F$, into

$$\sum_{i\in S}\sum_{j\notin S}\frac{f_i\,(V_{ij}W_{ji}+V_{ji}W_{ij})}{e_i-e_j}
=\sum_{i\in S}f_i\big(\langle\phi_i,Vy_i\rangle+\langle\phi_i,Wx_i\rangle\big).$$

For the block inside $S$, choose any real weights $\theta_{ij}$ with $\theta_{ij}+\theta_{ji}=1$ for all $i,j\in S$. Insert $1=\theta_{ji}+\theta_{ij}$ and exchange the index names in the part with $\theta_{ij}$:

$$\sum_{i,j\in S}F_{ij}V_{ij}W_{ji}=\sum_{i,j\in S}\theta_{ji}F_{ij}\,(V_{ij}W_{ji}+W_{ij}V_{ji}).$$

For $W=V$ we have $y_i=x_i$, and the two results add up to

$$\sum_{i,j}F_{ij}V_{ij}V_{ji}=2\sum_{i,j\in S}\theta_{ji}F_{ij}V_{ij}V_{ji}+2\sum_{i\in S}f_i\langle\phi_i,Vx_i\rangle.$$

If $V$ is Hermitian and $f'$ is the derivative of $f$, then $F_{ij}V_{ij}$ is the first-order change of the density matrix $f(H)$ under $V$ at fixed chemical potential, and the left side is the trace of that change with $V$. This reading is background; the theorems below start from the sum itself. For such a static, non-interacting response in a finite basis, the identity replaces the sum over empty orbitals by one linear equation for each orbital in $S$.

## Occupations, orbitals and the projector in Lean

The index type `ι` labels the orbitals and is finite. The space `E` is a complex inner product space, with the inner product linear in its second argument, as in Dirac notation.

```lean
import Mathlib

open Finset

namespace SternheimerResponse

noncomputable section

variable {ι E : Type*} [Fintype ι] [DecidableEq ι]
  [NormedAddCommGroup E] [InnerProductSpace ℂ E]
```

The quotient $F_{ij}$ is `occSlope f f' (e i) (e j)`. The functions `f` and `f'` are independent inputs, so `f'` is a prescribed slope and need not be the derivative of `f`. Because occupations are a function of energy, degenerate orbitals always have equal occupation.

```lean
/-- Difference quotient of the occupation function `f` between the energies `a` and `b`,
with the prescribed slope `f' a` when the energies coincide. -/
def occSlope (f f' : ℝ → ℝ) (a b : ℝ) : ℝ :=
  if a = b then f' a else (f a - f b) / (a - b)
```

The matrix element $V_{ij}$ is `matElem φ V i j`. The orthonormal basis `φ` makes `E` finite-dimensional, and `V` is any linear operator, Hermitian or not.

```lean
/-- Matrix element `⟨φ_i, V φ_j⟩` of a perturbation between two orbitals. -/
def matElem (φ : OrthonormalBasis ι ℂ E) (V : E →ₗ[ℂ] E) (i j : ι) : ℂ :=
  inner ℂ (φ i) (V (φ j))
```

The projector is written as a sum over the complement `Sᶜ`. By completeness it equals the identity minus the projector on $S$, which is how $Q$ can be applied when the empty orbitals are unknown.

```lean
/-- The projection `Q` on the span of the orbitals outside `S`. -/
def projOut (φ : OrthonormalBasis ι ℂ E) (S : Finset ι) (v : E) : E :=
  ∑ j ∈ Sᶜ, (inner ℂ (φ j) v : ℂ) • φ j
```

A Sternheimer solution is a vector with two properties: it is unchanged by $Q$, and it satisfies the equation.

```lean
/-- The vector `x` lies in the range of `Q` and solves the Sternheimer equation
`(e_i - H) x = Q V φ_i`. -/
structure IsSternheimer (φ : OrthonormalBasis ι ℂ E) (H : E →ₗ[ℂ] E) (e : ι → ℝ)
    (S : Finset ι) (V : E →ₗ[ℂ] E) (i : ι) (x : E) : Prop where
  range : projOut φ S x = x
  eqn : (e i : ℂ) • x - H x = projOut φ S (V (φ i))
```

## Weights from a Fermi step

The value of the weighted sum inside $S$ doesn't depend on the choice of weights, and $\theta_{ij}=1/2$ gives back the plain sum. A smooth choice is $\theta_{ij}=1/(1+e^{-\beta(e_i-e_j)})$, where $\beta$ is an inverse energy that sets how sharp the step is; it need not be the inverse temperature of the occupations.

```lean
/-- The Fermi step function `1 / (1 + exp (-β x))`. -/
def fermiStep (β x : ℝ) : ℝ := 1 / (1 + Real.exp (-(β * x)))
```

With $s=e^{-\beta(a-b)}$ and $t=e^{-\beta(b-a)}$ we have $st=1$, so

$$\frac1{1+s}+\frac1{1+t}=\frac{2+s+t}{1+s+t+st}=1.$$

The proof establishes $st=1$ as `hst`, clears the denominators and finishes with that relation. It holds for every real $\beta$.

```lean
/-- Fermi steps of opposite energy differences add up to one. -/
theorem fermiStep_add (β a b : ℝ) : fermiStep β (a - b) + fermiStep β (b - a) = 1 := by
  have hst : Real.exp (-(β * (a - b))) * Real.exp (-(β * (b - a))) = 1 := by
    rw [← Real.exp_add, ← Real.exp_zero]
    congr 1
    ring
  have h1 : 1 + Real.exp (-(β * (a - b))) ≠ 0 := by positivity
  have h2 : 1 + Real.exp (-(β * (b - a))) ≠ 0 := by positivity
  unfold fermiStep
  rw [div_add_div _ _ h1 h2, div_eq_iff (mul_ne_zero h1 h2)]
  linear_combination -hst
```

The symmetry of $F$ follows by changing the sign of numerator and denominator; at equal energies both sides are the same slope.

```lean
/-- The difference quotient of the occupations is symmetric in the two energies. -/
theorem occSlope_symm (f f' : ℝ → ℝ) (a b : ℝ) : occSlope f f' a b = occSlope f f' b a := by
  unfold occSlope
  by_cases h : a = b
  · subst h
    rfl
  · rw [if_neg h, if_neg (Ne.symm h), ← neg_div_neg_eq, neg_sub, neg_sub]
```

## Solving the Sternheimer equation by coefficients

Three lemmas supply the coefficient comparison. The first reads off the coefficient of $\phi_k$ in a sum over outside orbitals: zero for $k\in S$, and $c_k$ otherwise.

```lean
private lemma inner_out (φ : OrthonormalBasis ι ℂ E) (S : Finset ι) (c : ι → ℂ) (k : ι) :
    inner ℂ (φ k) (∑ j ∈ Sᶜ, c j • φ j) = if k ∈ S then 0 else c k := by
  rw [inner_sum]
  by_cases hk : k ∈ S <;>
    simp [inner_smul_right, orthonormal_iff_ite.mp φ.orthonormal, hk]
```

The second says that vectors with equal coefficients are equal.

```lean
omit [DecidableEq ι] in
private lemma ext_coeff (φ : OrthonormalBasis ι ℂ E) {x y : E}
    (h : ∀ k, (inner ℂ (φ k) x : ℂ) = inner ℂ (φ k) y) : x = y := by
  calc x = ∑ k, (inner ℂ (φ k) x : ℂ) • φ k := (φ.sum_repr' x).symm
    _ = ∑ k, (inner ℂ (φ k) y : ℂ) • φ k := sum_congr rfl fun k _ => by rw [h k]
    _ = y := φ.sum_repr' y
```

The third is $\langle\phi_k,Hv\rangle=e_k\langle\phi_k,v\rangle$. It is obtained by expanding $v$ in eigenvectors, so $H$ needs no separate assumption of Hermiticity; the real energies and the orthonormal eigenbasis already imply it.

```lean
private lemma inner_H (φ : OrthonormalBasis ι ℂ E) {H : E →ₗ[ℂ] E} {e : ι → ℝ}
    (hH : ∀ i, H (φ i) = (e i : ℂ) • φ i) (k : ι) (v : E) :
    (inner ℂ (φ k) (H v) : ℂ) = (e k : ℂ) * inner ℂ (φ k) v := by
  have hv : H v = ∑ j, ((inner ℂ (φ j) v : ℂ) * (e j : ℂ)) • φ j := by
    conv_lhs => rw [← φ.sum_repr' v]
    simp only [map_sum, map_smul, hH, smul_smul]
  rw [hv, inner_sum]
  simp [inner_smul_right, orthonormal_iff_ite.mp φ.orthonormal, mul_comm]
```

The next theorem is an equivalence: `x` is a Sternheimer solution if and only if it is the explicit sum over outside states. The hypothesis `hgap` keeps $e_i$ away from every outside energy, which physically excludes a degenerate level cut by the boundary of $S$. In the forward direction, the case `k ∈ S` uses the range condition, and the other case takes the inner product of the equation with $\phi_k$ and divides by $e_i-e_k$. The reverse direction checks both properties of the explicit sum, again coefficient by coefficient.

```lean
/-- If `e_i` differs from all energies outside `S`, the Sternheimer equation has exactly one
solution in the range of `Q`, the sum over outside states of `V_ji / (e_i - e_j) φ_j`. -/
theorem isSternheimer_iff (φ : OrthonormalBasis ι ℂ E) {H : E →ₗ[ℂ] E} {e : ι → ℝ}
    (hH : ∀ i, H (φ i) = (e i : ℂ) • φ i) {S : Finset ι} (V : E →ₗ[ℂ] E) {i : ι}
    (hgap : ∀ j, j ∉ S → e i ≠ e j) (x : E) :
    IsSternheimer φ H e S V i x ↔
      x = ∑ j ∈ Sᶜ, (matElem φ V j i / ((e i : ℂ) - (e j : ℂ))) • φ j := by
  have hne : ∀ k, k ∉ S → (e i : ℂ) - (e k : ℂ) ≠ 0 := fun k hk =>
    sub_ne_zero.mpr (by exact_mod_cast hgap k hk)
  constructor
  · rintro ⟨hr, he⟩
    -- compare the coefficients on every orbital
    refine ext_coeff φ fun k => ?_
    rw [inner_out]
    by_cases hk : k ∈ S
    · rw [if_pos hk, ← hr, projOut, inner_out, if_pos hk]
    · have h : (inner ℂ (φ k) ((e i : ℂ) • x - H x) : ℂ)
          = inner ℂ (φ k) (projOut φ S (V (φ i))) := by rw [he]
      rw [inner_sub_right, inner_smul_right, inner_H φ hH, projOut, inner_out,
        if_neg hk] at h
      rw [if_neg hk, eq_div_iff (hne k hk), matElem]
      linear_combination h
  · rintro rfl
    refine ⟨ext_coeff φ fun k => ?_, ext_coeff φ fun k => ?_⟩
    · simp only [projOut, inner_out]
      by_cases hk : k ∈ S <;> simp [hk]
    · simp only [inner_sub_right, inner_smul_right, inner_H φ hH, projOut, inner_out]
      by_cases hk : k ∈ S
      · simp [hk]
      · simp only [if_neg hk, matElem]
        linear_combination div_mul_cancel₀ (inner ℂ (φ k) (V (φ i)) : ℂ) (hne k hk)
```

Under the same condition `hgap`, inserting this sum for the perturbation $W$ into $\langle\phi_i,Vy\rangle$ and using linearity gives the matrix element needed for the mixed blocks.

```lean
/-- The matrix element of `V` with the Sternheimer solution for `W` is the sum over outside
states of `V_ij W_ji / (e_i - e_j)`. -/
theorem inner_sternheimer (φ : OrthonormalBasis ι ℂ E) {H : E →ₗ[ℂ] E} {e : ι → ℝ}
    (hH : ∀ i, H (φ i) = (e i : ℂ) • φ i) {S : Finset ι} (V W : E →ₗ[ℂ] E) {i : ι}
    (hgap : ∀ j, j ∉ S → e i ≠ e j) {y : E} (hy : IsSternheimer φ H e S W i y) :
    (inner ℂ (φ i) (V y) : ℂ) =
      ∑ j ∈ Sᶜ, matElem φ V i j * matElem φ W j i / ((e i : ℂ) - (e j : ℂ)) := by
  rw [(isSternheimer_iff φ hH W hgap y).mp hy, map_sum, inner_sum]
  refine sum_congr rfl fun j _ => ?_
  rw [map_smul, inner_smul_right]
  simp only [matElem]
  ring
```

## Assembling the response

The double sum is split for an arbitrary array $a_{ij}$. The two mixed blocks appear as one sum of $a_{ij}+a_{ji}$ over $i\in S$, $j\notin S$.

```lean
private lemma sum_split (S : Finset ι) (a : ι → ι → ℂ) :
    ∑ i, ∑ j, a i j = ∑ i ∈ S, ∑ j ∈ S, a i j + ∑ i ∈ S, ∑ j ∈ Sᶜ, (a i j + a j i)
      + ∑ i ∈ Sᶜ, ∑ j ∈ Sᶜ, a i j := by
  have h1 : ∀ i, ∑ j, a i j = ∑ j ∈ S, a i j + ∑ j ∈ Sᶜ, a i j :=
    fun i => (sum_add_sum_compl S _).symm
  rw [← sum_add_sum_compl S]
  simp only [h1, sum_add_distrib]
  rw [sum_comm (s := Sᶜ) (t := S)]
  ring
```

In `mixed_response`, `hf` and `hf'` state that occupation and slope are exactly zero, not merely small, at every energy outside $S$. A Fermi function at finite temperature has only small tails there, so for it these hypotheses stand for a truncation. Energies inside $S$ may coincide with each other, but by `hgap` none of them may equal an energy outside $S$. The condition `hθ` is needed only for pairs in $S$, and for $i=j$ it forces $\theta_{ii}=1/2$.

The proof follows the blocks. `hout` removes the outside block, with `hf'` covering equal energies. Inside $S$, `hs` exchanges the indices in one half, and `ht` supplies $\theta_{ij}+\theta_{ji}=1$. For the mixed pairs, `hF` reduces the quotient to $f_i/(e_i-e_j)$, and `inner_sternheimer` is applied once for each perturbation.

```lean
/-- With `F_ij` the difference quotient `occSlope` of the occupations, the sum of `F_ij V_ij W_ji`
over all pairs of states equals a `θ`-weighted sum over pairs in `S` plus occupation-weighted matrix
elements with the Sternheimer solutions for `V` and `W`. -/
theorem mixed_response (φ : OrthonormalBasis ι ℂ E) {H : E →ₗ[ℂ] E} {e : ι → ℝ}
    (hH : ∀ i, H (φ i) = (e i : ℂ) • φ i) {S : Finset ι} {f f' : ℝ → ℝ}
    (hf : ∀ j, j ∉ S → f (e j) = 0) (hf' : ∀ j, j ∉ S → f' (e j) = 0)
    (hgap : ∀ i ∈ S, ∀ j, j ∉ S → e i ≠ e j)
    {θ : ι → ι → ℝ} (hθ : ∀ i ∈ S, ∀ j ∈ S, θ i j + θ j i = 1)
    (V W : E →ₗ[ℂ] E) {x y : ι → E} (hx : ∀ i ∈ S, IsSternheimer φ H e S V i (x i))
    (hy : ∀ i ∈ S, IsSternheimer φ H e S W i (y i)) :
    ∑ i, ∑ j, (occSlope f f' (e i) (e j) : ℂ) * (matElem φ V i j * matElem φ W j i) =
      ∑ i ∈ S, ∑ j ∈ S, (θ j i : ℂ) * (occSlope f f' (e i) (e j) : ℂ) *
        (matElem φ V i j * matElem φ W j i + matElem φ W i j * matElem φ V j i)
      + ∑ i ∈ S, (f (e i) : ℂ) * (inner ℂ (φ i) (V (y i)) + inner ℂ (φ i) (W (x i))) := by
  rw [sum_split S]
  -- pairs with both states outside `S` do not contribute
  have hout : ∑ i ∈ Sᶜ, ∑ j ∈ Sᶜ, (occSlope f f' (e i) (e j) : ℂ) *
      (matElem φ V i j * matElem φ W j i) = 0 := by
    refine sum_eq_zero fun i hi => sum_eq_zero fun j hj => ?_
    have h0 : occSlope f f' (e i) (e j) = 0 := by
      simp [occSlope, hf i (mem_compl.mp hi), hf j (mem_compl.mp hj),
        hf' i (mem_compl.mp hi)]
    rw [h0, Complex.ofReal_zero, zero_mul]
  rw [hout, add_zero]
  congr 1
  · -- inside `S`, exchange the indices in one half and use `θ_ij + θ_ji = 1`
    have hs : ∑ i ∈ S, ∑ j ∈ S, (θ j i : ℂ) * (occSlope f f' (e i) (e j) : ℂ) *
          (matElem φ W i j * matElem φ V j i) =
        ∑ i ∈ S, ∑ j ∈ S, (θ i j : ℂ) * (occSlope f f' (e i) (e j) : ℂ) *
          (matElem φ W j i * matElem φ V i j) := by
      rw [sum_comm]
      refine sum_congr rfl fun i _ => sum_congr rfl fun j _ => ?_
      rw [occSlope_symm f f' (e j) (e i)]
    simp only [mul_add, sum_add_distrib]
    rw [hs, ← sum_add_distrib]
    refine sum_congr rfl fun i hi => ?_
    rw [← sum_add_distrib]
    refine sum_congr rfl fun j hj => ?_
    have ht : (θ i j : ℂ) + (θ j i : ℂ) = 1 := by exact_mod_cast hθ i hi j hj
    linear_combination (-(occSlope f f' (e i) (e j) : ℂ) *
      (matElem φ V i j * matElem φ W j i)) * ht
  · -- pairs across the boundary of `S` give the Sternheimer terms
    refine sum_congr rfl fun i hi => ?_
    rw [inner_sternheimer φ hH V W (hgap i hi) (hy i hi),
      inner_sternheimer φ hH W V (hgap i hi) (hx i hi), ← sum_add_distrib, mul_sum]
    refine sum_congr rfl fun j hj => ?_
    have hF : occSlope f f' (e i) (e j) = f (e i) / (e i - e j) := by
      rw [occSlope, if_neg (hgap i hi j (mem_compl.mp hj)), hf j (mem_compl.mp hj), sub_zero]
    rw [occSlope_symm f f' (e j) (e i), hF]
    push_cast
    ring
```

The next theorem keeps the hypotheses of `mixed_response`. Setting $W=V$ and $y=x$ makes the two products in each bracket equal, which produces the factors of two. The perturbation is a given operator: its self-consistent change with the density, and any dependence on frequency, are not part of the model.

```lean
/-- With `F_ij` the difference quotient `occSlope` of the occupations, the sum of `F_ij V_ij V_ji`
over all pairs of states equals twice its `θ`-weighted part over pairs in `S` plus twice the
occupation-weighted sum of `⟨φ_i, V x_i⟩` over `S`. -/
theorem response (φ : OrthonormalBasis ι ℂ E) {H : E →ₗ[ℂ] E} {e : ι → ℝ}
    (hH : ∀ i, H (φ i) = (e i : ℂ) • φ i) {S : Finset ι} {f f' : ℝ → ℝ}
    (hf : ∀ j, j ∉ S → f (e j) = 0) (hf' : ∀ j, j ∉ S → f' (e j) = 0)
    (hgap : ∀ i ∈ S, ∀ j, j ∉ S → e i ≠ e j)
    {θ : ι → ι → ℝ} (hθ : ∀ i ∈ S, ∀ j ∈ S, θ i j + θ j i = 1)
    (V : E →ₗ[ℂ] E) {x : ι → E} (hx : ∀ i ∈ S, IsSternheimer φ H e S V i (x i)) :
    ∑ i, ∑ j, (occSlope f f' (e i) (e j) : ℂ) * (matElem φ V i j * matElem φ V j i) =
      2 * ∑ i ∈ S, ∑ j ∈ S, (θ j i : ℂ) * (occSlope f f' (e i) (e j) : ℂ) *
        (matElem φ V i j * matElem φ V j i)
      + 2 * ∑ i ∈ S, (f (e i) : ℂ) * inner ℂ (φ i) (V (x i)) := by
  rw [mixed_response φ hH hf hf' hgap hθ V V hx hx]
  simp only [mul_sum]
  congr 1
  · exact sum_congr rfl fun i _ => sum_congr rfl fun j _ => by ring
  · exact sum_congr rfl fun i _ => by ring
```

When every orbital in $S$ has occupation one and the slope vanishes at all levels, as in an insulator at zero temperature, $F_{ij}=0$ throughout $S$, and only the Sternheimer terms survive. No separate gap hypothesis appears here: an energy shared across the boundary would need occupation one and zero at once. The proof then applies `response` with the constant weight $\theta_{ij}=1/2$.

```lean
/-- If all states in `S` have occupation one, all others zero, and the slope `f'` vanishes at every
level, the sum of `F_ij V_ij V_ji` over all pairs of states, with `F_ij` the quotient `occSlope`, is
twice the sum of `⟨φ_i, V x_i⟩` over `S`. -/
theorem response_full_occupation (φ : OrthonormalBasis ι ℂ E) {H : E →ₗ[ℂ] E} {e : ι → ℝ}
    (hH : ∀ i, H (φ i) = (e i : ℂ) • φ i) {S : Finset ι} {f f' : ℝ → ℝ}
    (hone : ∀ i ∈ S, f (e i) = 1) (hf : ∀ j, j ∉ S → f (e j) = 0)
    (hf' : ∀ j, f' (e j) = 0)
    (V : E →ₗ[ℂ] E) {x : ι → E} (hx : ∀ i ∈ S, IsSternheimer φ H e S V i (x i)) :
    ∑ i, ∑ j, (occSlope f f' (e i) (e j) : ℂ) * (matElem φ V i j * matElem φ V j i) =
      2 * ∑ i ∈ S, (inner ℂ (φ i) (V (x i)) : ℂ) := by
  -- different occupations force different energies
  have hgap : ∀ i ∈ S, ∀ j, j ∉ S → e i ≠ e j := by
    intro i hi j hj h
    have h1 := hone i hi
    rw [h, hf j hj] at h1
    exact zero_ne_one h1
  rw [response φ hH hf (fun j _ => hf' j) hgap (θ := fun _ _ => 1 / 2)
    (fun _ _ _ _ => by norm_num) V hx]
  have hin : ∀ i ∈ S, ∀ j ∈ S, occSlope f f' (e i) (e j) = 0 := by
    intro i hi j hj
    simp [occSlope, hone i hi, hone j hj, hf' i]
  rw [sum_eq_zero fun i hi => sum_eq_zero fun j hj => by
    rw [hin i hi j hj, Complex.ofReal_zero, mul_zero, zero_mul], mul_zero, zero_add]
  congr 1
  exact sum_congr rfl fun i hi => by rw [hone i hi, Complex.ofReal_one, one_mul]

end

end SternheimerResponse
```

```lean
#print axioms SternheimerResponse.fermiStep_add
#print axioms SternheimerResponse.mixed_response
#print axioms SternheimerResponse.response_full_occupation
```

```
'SternheimerResponse.fermiStep_add' depends on axioms: [propext, Classical.choice, Quot.sound]
'SternheimerResponse.mixed_response' depends on axioms: [propext, Classical.choice, Quot.sound]
'SternheimerResponse.response_full_occupation' depends on axioms: [propext, Classical.choice, Quot.sound]
```
